# For direction-independent sound speeds, the Debye speed lies within a factor $3^{1/3}$ of the slowest

Suppose that, as a crystal approaches a structural instability, the sound speed of one acoustic branch falls towards zero while the speeds of the other two hardly change. What happens to the Debye speed, the single number that stands for all three branches in the low-temperature heat capacity?

Let the branches have speeds $a,b,c>0$, each taken to be the same in every direction. At low frequency $\omega$, a branch of speed $a$ contributes $\omega^2/(2\pi^2a^3)$ to the density of vibrational states per unit volume. The Debye speed $v$ is the common speed that three equal branches would need in order to give the same total:

$$\frac{3}{v^3}=\frac1{a^3}+\frac1{b^3}+\frac1{c^3}.$$

```lean
import Mathlib

open Filter Topology Set

namespace DebyeSpeed

noncomputable section
```

Solved for $v$, this reads

$$v=\left(\frac{a^{-3}+b^{-3}+c^{-3}}{3}\right)^{-1/3}.$$

In Lean, `debyeSpeed a b c` is this expression, with speeds as real numbers in a common unit and the outer exponent as a real power. The definition accepts any real arguments, so positivity appears as a hypothesis in the theorems.

```lean
/-- The Debye speed of three acoustic branches with positive sound speeds `a`, `b`, `c`:
the inverse cube root of the mean inverse cube. -/
def debyeSpeed (a b c : ℝ) : ℝ :=
  ((1 / a ^ 3 + 1 / b ^ 3 + 1 / c ^ 3) / 3) ^ (-(1 / 3) : ℝ)
```

## Back to the sum of inverse cubes

Two facts about cube roots are needed: $(s^{-1/3})^3=s^{-1}$ for $s>0$, and $(3^{1/3})^3=3$. Both follow by multiplying exponents, which for real powers requires a nonnegative base.

```lean
/-- The cube of the inverse cube root of a positive number is its inverse. -/
lemma rpow_cube {s : ℝ} (hs : 0 < s) : (s ^ (-(1 / 3) : ℝ)) ^ 3 = s⁻¹ := by
  have e : (-(1 / 3) : ℝ) * ((3 : ℕ) : ℝ) = -1 := by norm_num
  rw [← Real.rpow_natCast, ← Real.rpow_mul hs.le, e, Real.rpow_neg_one]

/-- The cube of `3^(1/3)` is `3`. -/
lemma cube_root_three : ((3 : ℝ) ^ (1 / 3 : ℝ)) ^ 3 = 3 := by
  have e : (1 / 3 : ℝ) * ((3 : ℕ) : ℝ) = 1 := by norm_num
  rw [← Real.rpow_natCast, ← Real.rpow_mul (show (0 : ℝ) ≤ 3 by norm_num), e, Real.rpow_one]
```

A positive number raised to a real power is positive, so $v>0$.

```lean
variable {a b c : ℝ}

/-- The Debye speed of three positive sound speeds is positive. -/
lemma debyeSpeed_pos (ha : 0 < a) (hb : 0 < b) (hc : 0 < c) : 0 < debyeSpeed a b c :=
  Real.rpow_pos_of_pos (by positivity) _
```

Cubing the definition gives $v^3=3/(a^{-3}+b^{-3}+c^{-3})$, which is the matching condition above. Most of the later inequalities are proved for $3/v^3$ and then carried over to $v$.

```lean
/-- For positive sound speeds, three branches that all have the Debye speed give the same sum
of inverse cubes as the actual branches. -/
theorem debyeSpeed_inv_cube (ha : 0 < a) (hb : 0 < b) (hc : 0 < c) :
    3 / debyeSpeed a b c ^ 3 = 1 / a ^ 3 + 1 / b ^ 3 + 1 / c ^ 3 := by
  have hS : 0 < (1 / a ^ 3 + 1 / b ^ 3 + 1 / c ^ 3) / 3 := by positivity
  unfold debyeSpeed
  rw [rpow_cube hS, div_inv_eq_mul]
  ring
```

## A tangent below the inverse cube

The tangent to $x^{-3}$ at $m>0$ is $m^{-3}-3(x-m)m^{-4}=(4m-3x)/m^4$. Subtracting it from the curve gives

$$\frac1{x^3}-\frac{4m-3x}{m^4}=\frac{(m-x)^2\,(m^2+2mx+3x^2)}{x^3m^4}.$$

For $x,m>0$ the right side is nonnegative, and it vanishes only at $x=m$. The lemma states both facts. Its `key` is this identity, and `positivity` reads off the sign, which is strict once $x\neq m$.

```lean
/-- For positive speeds, the inverse cube lies above its tangent at `m` and
meets it only at `m`. -/
lemma inv_cube_tangent {x m : ℝ} (hx : 0 < x) (hm : 0 < m) :
    (4 * m - 3 * x) / m ^ 4 ≤ 1 / x ^ 3 ∧
      ((4 * m - 3 * x) / m ^ 4 = 1 / x ^ 3 → x = m) := by
  have key : 1 / x ^ 3 - (4 * m - 3 * x) / m ^ 4
      = (m - x) ^ 2 * (m ^ 2 + 2 * m * x + 3 * x ^ 2) / (x ^ 3 * m ^ 4) := by
    field_simp
    ring
  constructor
  · have h : 0 ≤ (m - x) ^ 2 * (m ^ 2 + 2 * m * x + 3 * x ^ 2) / (x ^ 3 * m ^ 4) := by
      positivity
    linarith
  · intro h
    by_contra hne
    have hd : m - x ≠ 0 := sub_ne_zero.mpr (Ne.symm hne)
    have h' : 0 < (m - x) ^ 2 * (m ^ 2 + 2 * m * x + 3 * x ^ 2) / (x ^ 3 * m ^ 4) := by
      positivity
    linarith
```

## Bounds from the slowest branch

Let $a$ be the smallest speed. Then $b^{-3}$ and $c^{-3}$ are positive and at most $a^{-3}$, so

$$\frac1{a^3}<\frac3{v^3}\le\frac3{a^3},\qquad\text{hence}\qquad a\le v<3^{1/3}a.$$

The hypotheses `hab` and `hac` say that $a$ is the smallest, with ties allowed. The proof of the lower bound supposes $v<a$ and contradicts the right-hand inequality. For the upper bound it clears denominators to get $v^3<3a^3$ and compares cubes.

```lean
/-- If `a` is the smallest of three positive sound speeds, the Debye speed is at least `a` and
less than `3^(1/3) a`. -/
theorem debyeSpeed_bounds (ha : 0 < a) (hb : 0 < b) (hc : 0 < c) (hab : a ≤ b) (hac : a ≤ c) :
    a ≤ debyeSpeed a b c ∧ debyeSpeed a b c < (3 : ℝ) ^ (1 / 3 : ℝ) * a := by
  have hv := debyeSpeed_pos ha hb hc
  have hinv := debyeSpeed_inv_cube ha hb hc
  constructor
  · by_contra! h
    have h1 : 3 / a ^ 3 < 3 / debyeSpeed a b c ^ 3 := by gcongr
    have h2 : 1 / b ^ 3 ≤ 1 / a ^ 3 := by gcongr
    have h3 : 1 / c ^ 3 ≤ 1 / a ^ 3 := by gcongr
    have h4 : 3 / a ^ 3 = 1 / a ^ 3 + 1 / a ^ 3 + 1 / a ^ 3 := by ring
    linarith
  · -- dropping the other two branches lowers the sum of inverse cubes
    have h1 : 0 < 1 / b ^ 3 := by positivity
    have h2 : 0 < 1 / c ^ 3 := by positivity
    have h3 : 1 / a ^ 3 < 3 / debyeSpeed a b c ^ 3 := by linarith
    rw [div_lt_div_iff₀ (pow_pos ha 3) (pow_pos hv 3)] at h3
    refine lt_of_pow_lt_pow_left₀ 3 (by positivity) ?_
    rw [mul_pow, cube_root_three]
    linarith
```

## Comparison with the arithmetic mean

Put $m=(a+b+c)/3$ and add the three tangent inequalities at $m$:

$$\frac3{v^3}=\frac1{a^3}+\frac1{b^3}+\frac1{c^3}\ \ge\ \frac{12m-3(a+b+c)}{m^4}=\frac{3m}{m^4}=\frac3{m^3}.$$

Hence $v\le m$. If $v=m$, the two ends agree, so none of the three tangent inequalities can be strict, and $a=b=c=m$. Conversely, if $a=b=c$, then $m=a$, and the lower bound $a\le v$ together with $v\le m$ gives $v=m$.

The theorem states the inequality and the equivalence together, with "all speeds agree" written as `a = b ∧ b = c`. In the proof, `hsum` is the cancellation of the linear terms, and `linarith` adds the inequalities.

```lean
/-- The Debye speed of three positive sound speeds is at most their arithmetic mean, with
equality exactly when all three speeds agree. -/
theorem debyeSpeed_le_mean (ha : 0 < a) (hb : 0 < b) (hc : 0 < c) :
    debyeSpeed a b c ≤ (a + b + c) / 3 ∧
      (debyeSpeed a b c = (a + b + c) / 3 ↔ a = b ∧ b = c) := by
  obtain ⟨m, hm⟩ : ∃ m, m = (a + b + c) / 3 := ⟨_, rfl⟩
  rw [← hm]
  have hm0 : 0 < m := by rw [hm]; positivity
  have hinv := debyeSpeed_inv_cube ha hb hc
  have ta := inv_cube_tangent ha hm0
  have tb := inv_cube_tangent hb hm0
  have tc := inv_cube_tangent hc hm0
  -- the linear terms of the three tangents cancel at the mean
  have hsum : (4 * m - 3 * a) / m ^ 4 + (4 * m - 3 * b) / m ^ 4 + (4 * m - 3 * c) / m ^ 4
      = 3 / m ^ 3 := by
    rw [← add_div, ← add_div,
      show 4 * m - 3 * a + (4 * m - 3 * b) + (4 * m - 3 * c) = 3 * m by linarith,
      div_eq_div_iff (pow_pos hm0 4).ne' (pow_pos hm0 3).ne']
    ring
  have hle : debyeSpeed a b c ≤ m := by
    by_contra! h
    have h1 : 3 / debyeSpeed a b c ^ 3 < 3 / m ^ 3 := by gcongr
    linarith [ta.1, tb.1, tc.1]
  refine ⟨hle, fun h => ?_, fun ⟨hab, hbc⟩ => ?_⟩
  · rw [h] at hinv
    have ea : a = m := ta.2 (by linarith [ta.1, tb.1, tc.1])
    have eb : b = m := tb.2 (by linarith [ta.1, tb.1, tc.1])
    have ec : c = m := tc.2 (by linarith [ta.1, tb.1, tc.1])
    exact ⟨ea.trans eb.symm, eb.trans ec.symm⟩
  · have h := (debyeSpeed_bounds ha hb hc hab.le (hab.trans hbc).le).1
    linarith
```

## The limit of a vanishing speed

Taking a factor $a^{-3}$ out of the sum leaves only speed ratios:

$$\frac va=\left(\frac{1+(a/b)^3+(a/c)^3}{3}\right)^{-1/3}.$$

Lean proves this by showing that the two positive sides have equal cubes.

```lean
/-- For positive sound speeds, the ratio of the Debye speed to `a` depends only on the
speed ratios `a/b` and `a/c`. -/
lemma debyeSpeed_ratio (ha : 0 < a) (hb : 0 < b) (hc : 0 < c) :
    debyeSpeed a b c / a = ((1 + (a / b) ^ 3 + (a / c) ^ 3) / 3) ^ (-(1 / 3) : ℝ) := by
  have hS : 0 < (1 / a ^ 3 + 1 / b ^ 3 + 1 / c ^ 3) / 3 := by positivity
  have hT : 0 < (1 + (a / b) ^ 3 + (a / c) ^ 3) / 3 := by positivity
  have h1 : 1 / a ^ 3 * a ^ 3 = 1 := one_div_mul_cancel (pow_pos ha 3).ne'
  have hTS : (1 + (a / b) ^ 3 + (a / c) ^ 3) / 3
      = (1 / a ^ 3 + 1 / b ^ 3 + 1 / c ^ 3) / 3 * a ^ 3 := by
    linear_combination (-1 / 3) * h1
  refine (pow_left_inj₀ (div_pos (debyeSpeed_pos ha hb hc) ha).le
    (Real.rpow_pos_of_pos hT _).le three_ne_zero).mp ?_
  rw [rpow_cube hT, div_pow, debyeSpeed, rpow_cube hS, hTS, mul_inv, ← div_eq_mul_inv]
```

Now fix $b$ and $c$ and let the first speed, called $x$, tend to zero from above. The right side is continuous at $x=0$, where it equals $(1/3)^{-1/3}=3^{1/3}$. Therefore $v/x\to3^{1/3}$, whatever the fixed speeds are.

The filter `𝓝[>] 0` expresses the approach through positive values. The proof takes the limit of the continuous expression (`hcont`, `h0`) and transfers it to `debyeSpeed x b c / x`, which agrees with that expression for every $x>0$. Since $b$ and $c$ stay fixed, the statement describes one softening branch. It does not cover an isotropic solid whose shear stiffness vanishes, because there the two shear speeds are equal and soften together.

```lean
/-- With the other two speeds fixed and positive, the ratio of the Debye speed to the speed of
the softening mode tends to `3^(1/3)` as that speed tends to zero from above. -/
theorem tendsto_debyeSpeed_ratio (hb : 0 < b) (hc : 0 < c) :
    Tendsto (fun x => debyeSpeed x b c / x) (𝓝[>] 0) (𝓝 ((3 : ℝ) ^ (1 / 3 : ℝ))) := by
  have hcont : ContinuousAt
      (fun x : ℝ => ((1 + (x / b) ^ 3 + (x / c) ^ 3) / 3) ^ (-(1 / 3) : ℝ)) 0 :=
    ContinuousAt.rpow_const (by fun_prop) (Or.inl (by norm_num))
  have h0 : ((1 + (0 / b) ^ 3 + (0 / c) ^ 3) / 3) ^ (-(1 / 3) : ℝ)
      = (3 : ℝ) ^ (1 / 3 : ℝ) := by
    have e : (1 + (0 / b) ^ 3 + (0 / c) ^ 3) / 3 = (3 : ℝ)⁻¹ := by norm_num
    rw [e, Real.rpow_neg (show (0 : ℝ) ≤ 3⁻¹ by norm_num),
      Real.inv_rpow (show (0 : ℝ) ≤ 3 by norm_num), inv_inv]
  have ht : Tendsto (fun x : ℝ => ((1 + (x / b) ^ 3 + (x / c) ^ 3) / 3) ^ (-(1 / 3) : ℝ))
      (𝓝[>] 0) (𝓝 ((3 : ℝ) ^ (1 / 3 : ℝ))) := by
    rw [← h0]
    exact hcont.tendsto.mono_left nhdsWithin_le_nhds
  refine ht.congr' ?_
  filter_upwards [self_mem_nhdsWithin] with x hx
  exact (debyeSpeed_ratio hx hb hc).symm
```

## Sensitivity to the soft branch

Write $S=(a^{-3}+b^{-3}+c^{-3})/3$, so that $v=S^{-1/3}$ and $\partial S/\partial a=-a^{-4}$. By the chain rule,

$$\frac{\partial v}{\partial a}=-\frac13S^{-4/3}\left(-\frac1{a^4}\right)=\frac13\left(\frac va\right)^4,$$

because $S^{-4/3}=v^4$. `HasDerivAt` asserts that the function of the first speed is differentiable at $a$ with this derivative. In the proof, `h1` differentiates $S$ and `h4` supplies the fourth power. No ordering of the speeds is assumed.

```lean
/-- For positive sound speeds, the derivative of the Debye speed `v` with respect to the speed
`a` of one branch is `(v/a)^4 / 3`. -/
theorem hasDerivAt_debyeSpeed (ha : 0 < a) (hb : 0 < b) (hc : 0 < c) :
    HasDerivAt (fun x => debyeSpeed x b c) ((debyeSpeed a b c / a) ^ 4 / 3) a := by
  have hS : 0 < (1 / a ^ 3 + 1 / b ^ 3 + 1 / c ^ 3) / 3 := by positivity
  have hp : HasDerivAt (fun x : ℝ => x ^ 3) (3 * a ^ 2) a := by
    simpa using hasDerivAt_pow 3 a
  have h1 : HasDerivAt (fun x : ℝ => (1 / x ^ 3 + 1 / b ^ 3 + 1 / c ^ 3) / 3)
      (-1 / a ^ 4) a := by
    refine (((((hasDerivAt_const a (1 : ℝ)).fun_div hp (pow_pos ha 3).ne').add_const
      (1 / b ^ 3)).add_const (1 / c ^ 3)).div_const 3).congr_deriv ?_
    rw [div_div, div_eq_div_iff (by positivity) (by positivity)]
    ring
  have h4 : ∀ s : ℝ, 0 < s → s ^ (-(1 / 3) - 1 : ℝ) = (s ^ (-(1 / 3) : ℝ)) ^ 4 := by
    intro s hs
    rw [Real.rpow_sub_one hs.ne']
    linear_combination (-(s ^ (-(1 / 3) : ℝ))) * rpow_cube hs
  -- chain rule for the inverse cube root
  refine (h1.rpow_const (p := -(1 / 3)) (Or.inl hS.ne')).congr_deriv ?_
  simp only [h4 _ hS, debyeSpeed]
  ring
```

The logarithmic derivative compares relative changes:

$$\frac av\,\frac{\partial v}{\partial a}=\frac13\left(\frac va\right)^3\longrightarrow\frac13\cdot3=1\qquad(a\to0^+).$$

This is the sense in which the softest mode controls the Debye speed: close to the instability, a small relative change in the soft speed produces nearly the same relative change in $v$. The Lean proof cubes the previous limit, divides by 3, and identifies the result with the logarithmic derivative at positive $x$.

```lean
/-- With the other two speeds fixed and positive, the logarithmic derivative of the Debye speed
with respect to the speed of the softening mode tends to one as that speed tends to zero from
above. -/
theorem tendsto_sensitivity (hb : 0 < b) (hc : 0 < c) :
    Tendsto (fun x => x / debyeSpeed x b c * deriv (fun y => debyeSpeed y b c) x)
      (𝓝[>] 0) (𝓝 1) := by
  have h := ((tendsto_debyeSpeed_ratio hb hc).pow 3).div_const 3
  rw [cube_root_three, div_self three_ne_zero] at h
  refine h.congr' ?_
  filter_upwards [self_mem_nhdsWithin] with x hx
  have hx0 : 0 < x := hx
  have hv := debyeSpeed_pos hx0 hb hc
  rw [(hasDerivAt_debyeSpeed hx0 hb hc).deriv]
  field_simp

end

end DebyeSpeed
```

```lean
#print axioms DebyeSpeed.debyeSpeed_le_mean
#print axioms DebyeSpeed.hasDerivAt_debyeSpeed
#print axioms DebyeSpeed.tendsto_sensitivity
```

```
'DebyeSpeed.debyeSpeed_le_mean' depends on axioms: [propext, Classical.choice, Quot.sound]
'DebyeSpeed.hasDerivAt_debyeSpeed' depends on axioms: [propext, Classical.choice, Quot.sound]
'DebyeSpeed.tendsto_sensitivity' depends on axioms: [propext, Classical.choice, Quot.sound]
```

For a Debye speed computed from simulated elastic constants, within this model of three direction-independent speeds, a small relative error in one speed that lies far below the other two therefore passes almost undiminished into the result. In a real crystal the speeds depend on direction and a mode may soften only along some of them; the inverse cubes must then be averaged over directions, and the limits above do not carry over as they stand.
